# Energy gradients transform by the transposed Jacobian

The theorem `grad_comp` says how the gradient of an energy changes when its coordinates are given as functions of new ones: the gradient in the new coordinates is the transposed Jacobian of the coordinate map times the old gradient. Here the energy `E` is any real-valued function of finitely many real coordinates, differentiable at `f q`, and the map `f` is differentiable at `q`; `f` need not be invertible, and the two sets of coordinates may differ in number. The proof compares the two sides component by component. It applies the chain rule on the left, expands the derivative of `E` along the coordinate axes, and then unfolds the matrix-vector product on the right, so that both sides should become the same sum.

Lean 4 with Mathlib refuses this proof:

```lean
import Mathlib

open Matrix Topology

namespace GradComp

noncomputable section

variable {m n : Type*} [Fintype m] [DecidableEq m] [Fintype n] [DecidableEq n]

/-- The gradient of an energy `E` at `x`: its derivatives along the coordinate axes. -/
def grad (E : (n → ℝ) → ℝ) (x : n → ℝ) : n → ℝ :=
  fun i => fderiv ℝ E x (Pi.single i 1)

/-- The Jacobian of a coordinate map `f` at `q`: the entry `(i, a)` is the derivative of
the `i`-th component of `f` along the `a`-th axis. -/
def jacobian (f : (m → ℝ) → (n → ℝ)) (q : m → ℝ) : Matrix n m ℝ :=
  Matrix.of fun i a => fderiv ℝ f q (Pi.single a 1) i

/-- A linear map is determined by its values along the coordinate axes. -/
theorem apply_eq_sum_axes {F : Type*} [NormedAddCommGroup F] [NormedSpace ℝ F]
    (L : (n → ℝ) →L[ℝ] F) (v : n → ℝ) :
    L v = ∑ i, v i • L (Pi.single i 1) := by
  have h : v = ∑ i, v i • (Pi.single i 1 : n → ℝ) := by
    ext j
    simp [Finset.sum_apply, Pi.single_apply]
  conv_lhs => rw [h]
  rw [map_sum]
  simp only [map_smul]

/-- For differentiable `E` and `f`, the gradient in the new coordinates is the transposed
Jacobian applied to the old gradient. -/
theorem grad_comp {E : (n → ℝ) → ℝ} {f : (m → ℝ) → (n → ℝ)} {q : m → ℝ}
    (hE : DifferentiableAt ℝ E (f q)) (hf : DifferentiableAt ℝ f q) :
    grad (E ∘ f) q = (jacobian f q)ᵀ *ᵥ grad E (f q) := by
  ext a
  simp only [grad]
  rw [fderiv_comp q hE hf, ContinuousLinearMap.comp_apply, apply_eq_sum_axes]
  simp only [Matrix.mulVec, dotProduct, Matrix.transpose_apply, jacobian,
    Matrix.of_apply, smul_eq_mul]

end

end GradComp
```

Lean reports:

```
Main.lean:35:56: error: unsolved goals
m : Type u_1
n : Type u_2
inst✝³ : Fintype m
inst✝² : DecidableEq m
inst✝¹ : Fintype n
inst✝ : DecidableEq n
E : (n → ℝ) → ℝ
f : (m → ℝ) → n → ℝ
q : m → ℝ
hE : DifferentiableAt ℝ E (f q)
hf : DifferentiableAt ℝ f q
a : m
⊢ ∑ x, (fderiv ℝ f q) (Pi.single a 1) x * (fderiv ℝ E (f q)) (Pi.single x 1) =
    ∑ i, (fderiv ℝ f q) (Pi.single a 1) i * grad E (f q) i
```

The change, after which it compiles:

```diff
@@ -37,5 +37,5 @@
   simp only [grad]
   rw [fderiv_comp q hE hf, ContinuousLinearMap.comp_apply, apply_eq_sum_axes]
-  simp only [Matrix.mulVec, dotProduct, Matrix.transpose_apply, jacobian,
+  simp only [grad, Matrix.mulVec, dotProduct, Matrix.transpose_apply, jacobian,
     Matrix.of_apply, smul_eq_mul]
 
```

Diagnosis. The error reports a goal left open at the end of the proof. Its two sums differ only in that the left has the derivative of `E` written out, while the right still has `grad E (f q) i`.

The earlier `simp only [grad]` did not unfold this gradient because `grad` is defined by a `fun i => …`, and `simp` unfolds it only where the index is supplied. On the left it was, in `grad (E ∘ f) q a`. On the right, `grad E (f q)` stood as a whole vector inside the product `*ᵥ`, with no index of its own.

The last `simp only` unfolds `Matrix.mulVec` and `dotProduct`, which gives that vector its index `i`, but `grad` was not in its list, so the term stayed folded. The repair adds `grad` there. The right-hand gradient then unfolds to the same derivative as on the left, the two sums agree, and `simp only` closes the goal.
